# The finite-field polarizability of a two-level system has an error of second order in the field step

A polarizability computed from energies at the fields $F$, $0$ and $-F$ is in general off by an amount that depends on $F$. If the size of that error is unknown, there is no telling whether the step was small enough. Shrinking the step indefinitely does not help, because any noise left in the energies is divided by $F^2$.

For a two-level system with excitation energy $D>0$, real transition dipole $d$ and no permanent dipole in either state, the error can be computed in closed form. The finite-field value $a(F)$ approaches $2d^2/D$, the second-order perturbation result, and
$$\frac{2d^2/D-a(F)}{F^2}\to\frac{2d^4}{D^3}\qquad(F\to0,\ F\neq0).$$
For finite-field calculations in electronic structure, this gives a model estimate of the step error when the ground state and one excited state, neither with a permanent dipole, are coupled by the field almost only to each other. It is not enough that one excited state dominates the polarizability: in a charged harmonic oscillator a single excited state supplies all of it, yet the step error is zero.

```lean
import Mathlib

open Matrix Filter Topology

namespace FiniteFieldError

noncomputable section
```

## Two levels in a static field

In the basis of the field-free states, the Hamiltonian is
$$H(F)=\begin{pmatrix}0&-Fd\\-Fd&D\end{pmatrix}.$$
The field-free ground state has energy zero, and the coupling is minus dipole times field. The zero diagonal field terms mean that neither state has a permanent dipole. All other states are left out.

```lean
/-- Two-level Hamiltonian with excitation energy `D` and transition dipole `d` in a static
field `F`. -/
def hamiltonian (D d F : ℝ) : Matrix (Fin 2) (Fin 2) ℝ :=
  !![0, -(F * d); -(F * d), D]
```

An energy level is a real $E$ with $Hv=Ev$ for some $v\neq0$. In Lean, `*ᵥ` is the matrix acting on a vector, and the components of `v` are numbered 0 and 1.

```lean
/-- The energy levels: all real `E` for which `H v = E v` has a nonzero solution `v`. -/
def levels (D d F : ℝ) : Set ℝ :=
  {E | ∃ v : Fin 2 → ℝ, v ≠ 0 ∧ hamiltonian D d F *ᵥ v = E • v}
```

The ground-state energy $E(F)$ is defined as the infimum of the levels. That this infimum is itself a level is proved below.

```lean
/-- The ground-state energy in the field, as the infimum of the energy levels. -/
def groundEnergy (D d F : ℝ) : ℝ := sInf (levels D d F)
```

The polarizability is minus the second derivative of the energy with respect to the field. Its finite-field version replaces the derivative by a second difference:
$$a(F)=-\frac{E(F)+E(-F)-2E(0)}{F^2}.$$
Lean assigns the value 0 to this quotient at $F=0$, so the statements about $a(F)$ require $F\neq0$ or take a limit through nonzero fields.

```lean
/-- The finite-field polarizability: minus the second difference of the ground-state energy,
divided by the squared field step, for `F ≠ 0`. -/
def polarizability (D d F : ℝ) : ℝ :=
  -(groundEnergy D d F + groundEnergy D d (-F) - 2 * groundEnergy D d 0) / F ^ 2
```

Richardson extrapolation combines the steps $F$ and $2F$ so that an error proportional to $F^2$ cancels:
$$a_{\mathrm R}(F)=\frac{4a(F)-a(2F)}{3}.$$

```lean
/-- Richardson extrapolation of the polarizability from the field steps `F` and `2F`,
for `F ≠ 0`. -/
def richardson (D d F : ℝ) : ℝ :=
  (4 * polarizability D d F - polarizability D d (2 * F)) / 3
```

## The ground-state energy

Let $S(F)=\sqrt{D^2+4F^2d^2}$, written $S$ when the field is clear. It is the gap between the two levels in the field.

```lean
/-- The square root `√(D² + 4F²d²)` that appears in the solutions of the secular equation. -/
def splitting (D d F : ℝ) : ℝ := √(D ^ 2 + 4 * F ^ 2 * d ^ 2)
```

The proof of the ground-state energy below uses the root only through $S\ge0$ and its square, $S^2=D^2+4F^2d^2$.

```lean
/-- The square of the splitting is `D² + 4F²d²`. -/
theorem splitting_sq (D d F : ℝ) :
    splitting D d F ^ 2 = D ^ 2 + 4 * F ^ 2 * d ^ 2 :=
  Real.sq_sqrt (by positivity)
```

The lowest level is $E=(D-S)/2$. To see that it is a level, take $v=(D-E,\;Fd)$. The second row of $Hv=Ev$ holds identically, and the first requires $-F^2d^2=E(D-E)$, which follows from
$$E(D-E)=\frac{(D-S)(D+S)}4=\frac{D^2-S^2}4.$$
The first component is $(D+S)/2>0$, so $v\neq0$. Dividing $v$ by $\sqrt{S(D+S)/2}$ normalises it.

To see that no level lies lower, let $E$ now be any level, with
$$-Fd\,v_1=Ev_0,\qquad -Fd\,v_0+Dv_1=Ev_1.$$
Eliminating one component at a time gives $(E^2-DE-F^2d^2)v_0=0$ and the same equation for $v_1$. Since $v\neq0$, the bracket vanishes, which is the secular equation; equivalently, $(D-2E)^2=S^2$. If $E<(D-S)/2$, then $D-2E>S\ge0$, which contradicts this.

`IsLeast` states both halves, membership and lower bound. The two eliminations are the `linear_combination` lines for `e0` and `e1`, and `nlinarith` finds the final contradiction.

```lean
/-- For `D > 0` the lowest energy level in the field is half the difference of `D` and the
splitting. -/
theorem isLeast_levels {D : ℝ} (hD : 0 < D) (d F : ℝ) :
    IsLeast (levels D d F) ((D - splitting D d F) / 2) := by
  have hS := splitting_sq D d F
  have hS0 : 0 ≤ splitting D d F := Real.sqrt_nonneg _
  constructor
  · -- an explicit eigenvector
    refine ⟨![D - (D - splitting D d F) / 2, F * d], ?_, ?_⟩
    · intro h
      have h0 : D - (D - splitting D d F) / 2 = 0 := congrFun h 0
      linarith
    · ext i
      fin_cases i
      · simp [hamiltonian, Matrix.mulVec, dotProduct, Fin.sum_univ_two]
        linear_combination hS / 4
      · simp [hamiltonian, Matrix.mulVec, dotProduct, Fin.sum_univ_two]
        ring
  · rintro E ⟨v, hv, h⟩
    have h0 : -(F * d) * v 1 = E * v 0 := by
      simpa [hamiltonian, Matrix.mulVec, dotProduct, Fin.sum_univ_two] using congrFun h 0
    have h1 : -(F * d) * v 0 + D * v 1 = E * v 1 := by
      simpa [hamiltonian, Matrix.mulVec, dotProduct, Fin.sum_univ_two] using congrFun h 1
    -- every level solves the secular equation
    have hp : E ^ 2 - D * E - F ^ 2 * d ^ 2 = 0 := by
      by_contra hne
      have e0 : (E ^ 2 - D * E - F ^ 2 * d ^ 2) * v 0 = 0 := by
        linear_combination (-(E - D)) * h0 + F * d * h1
      have e1 : (E ^ 2 - D * E - F ^ 2 * d ^ 2) * v 1 = 0 := by
        linear_combination F * d * h0 - E * h1
      apply hv
      ext i
      fin_cases i
      · exact (mul_eq_zero.mp e0).resolve_left hne
      · exact (mul_eq_zero.mp e1).resolve_left hne
    by_contra hlt
    have hlt' : splitting D d F < D - 2 * E := by linarith [not_le.mp hlt]
    nlinarith
```

The infimum of a set with a least element is that element, so $E(F)=(D-S)/2$.

```lean
/-- For `D > 0` the ground-state energy is half the difference of `D` and the splitting. -/
theorem groundEnergy_eq {D : ℝ} (hD : 0 < D) (d F : ℝ) :
    groundEnergy D d F = (D - splitting D d F) / 2 :=
  (isLeast_levels hD d F).csInf_eq
```

## The error at a finite field

Since $S(-F)=S(F)$ and $S(0)=D$, we have $E(-F)=E(F)$ and $E(0)=0$. Hence
$$a(F)=\frac{S-D}{F^2}=\frac{S^2-D^2}{F^2(D+S)}=\frac{4d^2}{D+S}.$$
Subtracting from the perturbation value and using $S-D=4F^2d^2/(D+S)$ gives
$$\frac{2d^2}{D}-a(F)=\frac{2d^2(S-D)}{D(D+S)}=\frac{8d^4F^2}{D(D+S)^2}.$$
In the code, `ha` is the formula for $a(F)$. Denominators are cleared with `div_eq_div_iff`, and `linear_combination` closes each identity with a multiple of the equation for $S^2$.

```lean
/-- The exact error of the finite-field polarizability against `2d²/D`, for `D > 0` and a
nonzero field step. -/
theorem error_eq {D F : ℝ} (hD : 0 < D) (d : ℝ) (hF : F ≠ 0) :
    2 * d ^ 2 / D - polarizability D d F
      = 8 * d ^ 4 * F ^ 2 / (D * (D + splitting D d F) ^ 2) := by
  have hS := splitting_sq D d F
  have hS0 : 0 ≤ splitting D d F := Real.sqrt_nonneg _
  have hDS : D + splitting D d F ≠ 0 := by linarith
  have hneg : splitting D d (-F) = splitting D d F := by simp [splitting]
  have hzero : splitting D d 0 = D := by simp [splitting, Real.sqrt_sq hD.le]
  -- rationalise the second difference
  have ha : polarizability D d F = 4 * d ^ 2 / (D + splitting D d F) := by
    simp only [polarizability, groundEnergy_eq hD, hneg, hzero]
    rw [div_eq_div_iff (pow_ne_zero 2 hF) hDS]
    linear_combination hS
  rw [ha, div_sub_div _ _ hD.ne' hDS,
    div_eq_div_iff (mul_ne_zero hD.ne' hDS) (mul_ne_zero hD.ne' (pow_ne_zero 2 hDS))]
  linear_combination 2 * d ^ 2 * D * (D + splitting D d F) * hS
```

Replacing $S$ by $D$ in this error gives the quadratic estimate $2d^4F^2/D^3$. It exceeds the error by
$$\frac{2d^4F^2\,[(D+S)^2-4D^2]}{D^3(D+S)^2}
=\frac{2d^4F^2(S-D)(S+3D)}{D^3(D+S)^2}
=\frac{8d^6F^4(S+3D)}{D^3(D+S)^3}.$$

```lean
/-- The exact amount by which the quadratic estimate `2d⁴F²/D³` exceeds the finite-field
error, for `D > 0` and a nonzero field step. -/
theorem remainder_eq {D F : ℝ} (hD : 0 < D) (d : ℝ) (hF : F ≠ 0) :
    2 * d ^ 4 * F ^ 2 / D ^ 3 - (2 * d ^ 2 / D - polarizability D d F)
      = 8 * d ^ 6 * F ^ 4 * (splitting D d F + 3 * D)
        / (D ^ 3 * (D + splitting D d F) ^ 3) := by
  have hS := splitting_sq D d F
  have hS0 : 0 ≤ splitting D d F := Real.sqrt_nonneg _
  have hDS : D + splitting D d F ≠ 0 := by linarith
  have h3 : D ^ 3 ≠ 0 := pow_ne_zero 3 hD.ne'
  have h2 : D * (D + splitting D d F) ^ 2 ≠ 0 := mul_ne_zero hD.ne' (pow_ne_zero 2 hDS)
  rw [error_eq hD d hF, div_sub_div _ _ h3 h2,
    div_eq_div_iff (mul_ne_zero h3 h2) (mul_ne_zero h3 (pow_ne_zero 3 hDS))]
  linear_combination 2 * d ^ 4 * F ^ 2 * D ^ 4 * (splitting D d F + 3 * D)
    * (D + splitting D d F) ^ 2 * hS
```

For $d\neq0$ and $F\neq0$ this excess is positive, so the quadratic estimate is a strict upper bound at every nonzero field, weak or strong. Relative to $2d^2/D$, the error is below $(Fd/D)^2$: a coupling $Fd$ of one tenth of the excitation energy costs less than one per cent. With $d=0$ both sides vanish and the inequality is no longer strict.

```lean
/-- For `D > 0` and nonzero `d` and `F`, the finite-field error is strictly smaller than
`2d⁴F²/D³`. -/
theorem error_lt {D d F : ℝ} (hD : 0 < D) (hd : d ≠ 0) (hF : F ≠ 0) :
    2 * d ^ 2 / D - polarizability D d F < 2 * d ^ 4 * F ^ 2 / D ^ 3 := by
  have hS0 : 0 ≤ splitting D d F := Real.sqrt_nonneg _
  have hpos : 0 < 8 * d ^ 6 * F ^ 4 * (splitting D d F + 3 * D)
      / (D ^ 3 * (D + splitting D d F) ^ 3) := by positivity
  linarith [remainder_eq hD d hF]
```

## The limit of small fields

The function $S$ is continuous and $S(0)=D$, so $S(cF)\to D$ for any fixed $c$. The factor $c$ lets one lemma serve the steps $F$ and $2F$. The filter `𝓝[≠] 0` expresses that $F$ approaches zero through nonzero values.

```lean
/-- For `D > 0` the splitting at the scaled field `cF` tends to `D` as the field is
switched off. -/
theorem splitting_tendsto {D : ℝ} (hD : 0 < D) (d c : ℝ) :
    Tendsto (fun F => splitting D d (c * F)) (𝓝[≠] 0) (𝓝 D) := by
  have hc : Continuous (fun F => splitting D d (c * F)) := by
    simp only [splitting]
    fun_prop
  have h0 : splitting D d (c * 0) = D := by simp [splitting, Real.sqrt_sq hD.le]
  have h := hc.tendsto 0
  rw [h0] at h
  exact h.mono_left nhdsWithin_le_nhds
```

Dividing the exact error by $F^2$ and letting $S\to D$ gives
$$\frac{8d^4}{D(D+S)^2}\to\frac{8d^4}{D(2D)^2}=\frac{2d^4}{D^3}.$$
The proof takes this limit first (`hg`), then uses `congr'` to transfer it to the error quotient, which agrees with it at every $F\neq0$.

```lean
/-- For `D > 0` the error of the finite-field polarizability, divided by the squared field
step, tends to `2d⁴/D³` as the step tends to zero. -/
theorem error_tendsto {D : ℝ} (hD : 0 < D) (d : ℝ) :
    Tendsto (fun F => (2 * d ^ 2 / D - polarizability D d F) / F ^ 2)
      (𝓝[≠] 0) (𝓝 (2 * d ^ 4 / D ^ 3)) := by
  have hs := splitting_tendsto hD d 1
  simp only [one_mul] at hs
  have hg : Tendsto (fun F => 8 * d ^ 4 / (D * (D + splitting D d F) ^ 2))
      (𝓝[≠] 0) (𝓝 (8 * d ^ 4 / (D * (D + D) ^ 2))) :=
    tendsto_const_nhds.div
      (tendsto_const_nhds.mul ((tendsto_const_nhds.add hs).pow 2)) (by positivity)
  have hval : 8 * d ^ 4 / (D * (D + D) ^ 2) = 2 * d ^ 4 / D ^ 3 := by
    rw [div_eq_div_iff (by positivity) (by positivity)]
    ring
  rw [hval] at hg
  refine hg.congr' ?_
  filter_upwards [self_mem_nhdsWithin] with F hF
  have hF' : F ≠ 0 := hF
  -- the squared field cancels from the exact error
  rw [error_eq hD d hF', eq_div_iff (pow_ne_zero 2 hF')]
  ring
```

The positive sign belongs to this model: with more states, or with permanent dipoles that differ between the two states, the coefficient of $F^2$ can be negative, and the finite-field value then lies above the true one for small steps.

## What Richardson extrapolation leaves

Write the excess found above as $q(F)F^4$, with
$$q(F)=\frac{8d^6(S+3D)}{D^3(D+S)^3}\to\frac{4d^6}{D^5}.$$
The error of $a(F)$ is then $2d^4F^2/D^3-q(F)F^4$. In the extrapolated value the quadratic parts at $F$ and $2F$ cancel, leaving
$$\frac{2d^2/D-a_{\mathrm R}(F)}{F^4}=\frac{16\,q(2F)-4\,q(F)}{3}\to\frac{16d^6}{D^5}.$$
In Lean, `hq` is the limit of $q(cF)$, and the last line combines the excess formulas at $F$ and $2F$ with weights $4/3$ and $-1/3$.

```lean
/-- For `D > 0` the error of the Richardson-extrapolated polarizability, divided by the fourth
power of the field step, tends to `16d⁶/D⁵` as the step tends to zero. -/
theorem richardson_error_tendsto {D : ℝ} (hD : 0 < D) (d : ℝ) :
    Tendsto (fun F => (2 * d ^ 2 / D - richardson D d F) / F ^ 4)
      (𝓝[≠] 0) (𝓝 (16 * d ^ 6 / D ^ 5)) := by
  have hq (c : ℝ) : Tendsto (fun F => 8 * d ^ 6 * (splitting D d (c * F) + 3 * D)
      / (D ^ 3 * (D + splitting D d (c * F)) ^ 3)) (𝓝[≠] 0) (𝓝 (4 * d ^ 6 / D ^ 5)) := by
    have hs := splitting_tendsto hD d c
    have hval : 8 * d ^ 6 * (D + 3 * D) / (D ^ 3 * (D + D) ^ 3) = 4 * d ^ 6 / D ^ 5 := by
      rw [div_eq_div_iff (by positivity) (by positivity)]
      ring
    rw [← hval]
    exact (tendsto_const_nhds.mul (hs.add tendsto_const_nhds)).div
      (tendsto_const_nhds.mul ((tendsto_const_nhds.add hs).pow 3)) (by positivity)
  have hlim := (((hq 2).const_mul 16).sub ((hq 1).const_mul 4)).div_const 3
  have hval : (16 * (4 * d ^ 6 / D ^ 5) - 4 * (4 * d ^ 6 / D ^ 5)) / 3
      = 16 * d ^ 6 / D ^ 5 := by ring
  rw [hval] at hlim
  refine hlim.congr' ?_
  filter_upwards [self_mem_nhdsWithin] with F hF
  have hF' : F ≠ 0 := hF
  have h1 := remainder_eq hD d hF'
  have h2 := remainder_eq hD d (mul_ne_zero two_ne_zero hF')
  simp only [one_mul, richardson]
  -- the quadratic errors at F and 2F cancel
  rw [eq_div_iff (pow_ne_zero 4 hF')]
  linear_combination (4 / 3) * h1 - (1 / 3) * h2

end

end FiniteFieldError
```

```lean
#print axioms FiniteFieldError.error_lt
#print axioms FiniteFieldError.error_tendsto
#print axioms FiniteFieldError.richardson_error_tendsto
```

```
'FiniteFieldError.error_lt' depends on axioms: [propext, Classical.choice, Quot.sound]
'FiniteFieldError.error_tendsto' depends on axioms: [propext, Classical.choice, Quot.sound]
'FiniteFieldError.richardson_error_tendsto' depends on axioms: [propext, Classical.choice, Quot.sound]
```
